# Every complex matrix representation of a finite group preserves an inner product and is equivalent to a unitary representation

Let $R$ be the map of the plane that sends $(x,y)$ to $(x+y,\,-y)$. Applying it twice gives back $(x,y)$, so $R$ and the identity form a group of two elements. $R$ does not preserve lengths: the vector $(1,1)$ has squared length $2$, and its image $(2,-1)$ has squared length $5$.

Now add the squared lengths of a vector and its image. Starting from $(1,1)$, the sum is $2+5=7$. Starting from $(2,-1)$, whose image is $(1,1)$, it is $5+2=7$. The map has only exchanged the two terms. A length defined by this sum is therefore preserved by $R$, although the ordinary length is not. The problems below carry the idea over to any finite group and any finite dimension.

## Setting and notation

Let $G$ be a finite group with identity element $1$. A matrix representation $D$ assigns to each $g\in G$ a square complex matrix $D(g)$, with $D(1)=1$ and $D(gh)=D(g)D(h)$. In Lean this is a monoid homomorphism, `D : G →* Matrix n n ℂ`, where the finite type `n` labels the basis vectors. Nothing is assumed about unitarity. Each $D(g)$ is automatically invertible, with inverse $D(g^{-1})$.

The product rule holds without phase factors, so projective representations are not covered. Neither are antiunitary operations such as time reversal, nor infinite groups: the sum over $G$ is then not available, and for some of them the result is false.

```lean
import Mathlib

open Matrix
open scoped ComplexOrder

namespace UnitarianTrick

noncomputable section

variable {G n : Type*} [Group G] [Fintype G] [Fintype n] [DecidableEq n]
```

A dagger denotes the conjugate transpose, written `ᴴ` in the code. The group-summed overlap matrix is

$$S=\sum_{g\in G} D(g)^\dagger D(g).$$

There is no prefactor $1/|G|$; including one would only rescale $S$.

```lean
/-- The group-summed overlap matrix `S = ∑ D(g)ᴴ D(g)` of a matrix representation `D`. -/
def overlap (D : G →* Matrix n n ℂ) : Matrix n n ℂ := ∑ g, (D g)ᴴ * D g
```

For column vectors $u$ and $v$, the matrix $S$ defines the form

$$B(u,v)=u^\dagger S v,$$

which is antilinear in $u$ and linear in $v$, the usual convention of quantum mechanics. In Lean, `star u` conjugates the entries of $u$, `⬝ᵥ` sums products of entries without further conjugation, and `*ᵥ` applies a matrix to a vector.

```lean
/-- The sesquilinear form `⟨u, S v⟩` defined by the group-summed overlap matrix. -/
def overlapForm (D : G →* Matrix n n ℂ) (u v : n → ℂ) : ℂ :=
  star u ⬝ᵥ (overlap D *ᵥ v)
```

## (a) Hermiticity of the overlap

**Task.** Show that $S^\dagger=S$.

**Solution.** The conjugate transpose of a sum is the sum of the conjugate transposes, and that of a product reverses the order of the factors. Each term is therefore Hermitian by itself:

$$\bigl(D(g)^\dagger D(g)\bigr)^\dagger = D(g)^\dagger D(g).$$

Summing over $g$ gives the claim. The Lean proof gives these two rules to the simplifier, as `Matrix.conjTranspose_sum` and `Matrix.conjTranspose_mul`.

```lean
/-- The group-summed overlap matrix is Hermitian. -/
theorem overlap_isHermitian (D : G →* Matrix n n ℂ) : (overlap D).IsHermitian := by
  simp [Matrix.IsHermitian, overlap, Matrix.conjTranspose_sum, Matrix.conjTranspose_mul]
```

## (b) Invariance under every group operation

**Task.** Show that for every $h\in G$

$$D(h)^\dagger S\,D(h)=S.$$

**Solution.** Move the outer factors into the sum and use the product rule:

$$D(h)^\dagger S\,D(h)=\sum_{g} D(h)^\dagger D(g)^\dagger D(g)D(h)=\sum_{g} D(gh)^\dagger D(gh).$$

As $g$ runs through the group, so does $k=gh$, and it meets each element exactly once, because $g=kh^{-1}$ recovers $g$ from $k$. The last sum is therefore $\sum_k D(k)^\dagger D(k)=S$. This is the exchange of terms seen for $R$.

In the proof, `Finset.mul_sum` and `Finset.sum_mul` move the factors inside. The relabelling $g\mapsto gh$ is `Equiv.mulRight h`, and `Fintype.sum_equiv` reduces the equality of the two sums to an equality of matching terms.

```lean
/-- The overlap matrix is invariant under every group operation: `D(h)ᴴ S D(h) = S`. -/
theorem overlap_invariant (D : G →* Matrix n n ℂ) (h : G) :
    (D h)ᴴ * overlap D * D h = overlap D := by
  unfold overlap
  rw [Finset.mul_sum, Finset.sum_mul]
  -- right translation by `h` only permutes the terms of the group sum
  refine Fintype.sum_equiv (Equiv.mulRight h) _ _ fun g => ?_
  simp only [Equiv.coe_mulRight, map_mul, Matrix.conjTranspose_mul, Matrix.mul_assoc]
```

## (c) The form as a sum of ordinary inner products

**Task.** Show that

$$B(u,v)=\sum_{g}\bigl(D(g)u\bigr)^\dagger\bigl(D(g)v\bigr).$$

**Solution.** Insert the definition of $S$ and regroup the factors in each term:

$$u^\dagger S v=\sum_g u^\dagger D(g)^\dagger D(g)v=\sum_g \bigl(D(g)u\bigr)^\dagger\bigl(D(g)v\bigr).$$

For $u=v$ this is the sum of the squared lengths of all the transformed vectors, the quantity that came to $7$ in the plane. In Lean the sum is first taken out of the form, and the regrouping is then done term by term, with `Matrix.star_mulVec` supplying $(D(g)u)^\dagger=u^\dagger D(g)^\dagger$.

```lean
/-- The form `⟨u, S v⟩` is the sum over the group of the ordinary inner products of the
transformed vectors `D(g) u` and `D(g) v`. -/
theorem overlapForm_eq_sum (D : G →* Matrix n n ℂ) (u v : n → ℂ) :
    overlapForm D u v = ∑ g, star (D g *ᵥ u) ⬝ᵥ (D g *ᵥ v) := by
  unfold overlapForm overlap
  rw [Matrix.sum_mulVec, dotProduct_sum]
  refine Finset.sum_congr rfl fun g _ => ?_
  rw [Matrix.star_mulVec, ← Matrix.dotProduct_mulVec, Matrix.mulVec_mulVec]
```

## (d) An invariant inner product

**Task.** Show that $S$ is positive definite, and that for all $h$, $u$ and $v$

$$B\bigl(D(h)u,\,D(h)v\bigr)=B(u,v).$$

**Solution.** Hermiticity is part (a). For $u\neq0$, part (c) gives

$$B(u,u)=\sum_g \lVert D(g)u\rVert^2\;\ge\;\lVert D(1)u\rVert^2=\lVert u\rVert^2>0,$$

since every term is nonnegative and the identity element contributes $\lVert u\rVert^2$. So $S$ is positive definite, and $B$ is an inner product. Its invariance follows from part (b):

$$B\bigl(D(h)u,D(h)v\bigr)=u^\dagger D(h)^\dagger S\,D(h)v=u^\dagger S v.$$

The theorem collects three statements: `(overlap D).PosDef`, the matrix identity of part (b), and the invariance of the form. `PosDef` includes Hermiticity. The inequality `0 < overlapForm D x x` is between complex numbers, and in the order used here it says that the number is real and positive. `Finset.sum_pos'` carries out the positivity argument: it takes the nonnegativity of all terms and one strictly positive term, here the one at `1`.

```lean
/-- Unitarian trick: for a complex matrix representation of a finite group, `S` is Hermitian
positive definite, `D(h)ᴴ S D(h) = S` for all `h`, and `⟨u, S v⟩` is unchanged when `D(h)`
acts on both vectors. -/
theorem unitarian_trick (D : G →* Matrix n n ℂ) :
    (overlap D).PosDef ∧ (∀ h, (D h)ᴴ * overlap D * D h = overlap D) ∧
      ∀ h u v, overlapForm D (D h *ᵥ u) (D h *ᵥ v) = overlapForm D u v := by
  refine ⟨Matrix.posDef_iff_dotProduct_mulVec.mpr ⟨overlap_isHermitian D, ?_⟩,
    overlap_invariant D, ?_⟩
  · intro x hx
    change 0 < overlapForm D x x
    rw [overlapForm_eq_sum]
    -- all terms are nonnegative, and the identity element contributes `⟨x, x⟩ > 0`
    refine Finset.sum_pos' (fun g _ => dotProduct_star_self_nonneg _)
      ⟨1, Finset.mem_univ _, ?_⟩
    rw [map_one, Matrix.one_mulVec]
    exact lt_of_le_of_ne (dotProduct_star_self_nonneg x)
      (Ne.symm (mt dotProduct_star_self_eq_zero.mp hx))
  · intro h u v
    unfold overlapForm
    rw [Matrix.star_mulVec, ← Matrix.dotProduct_mulVec, Matrix.mulVec_mulVec,
      Matrix.mulVec_mulVec, overlap_invariant]
```

## (e) Orthonormalising a positive definite overlap

**Task.** Let $S$ now be any positive definite matrix, whether or not it comes from a group. Find a square matrix $X$ with

$$X^\dagger S X=1.$$

**Solution.** Since $S$ is Hermitian, it has an orthonormal basis of eigenvectors $b_j$, with $Sb_j=\lambda_j b_j$ and $b_i^\dagger b_j=\delta_{ij}$. Since $S$ is positive definite, every $\lambda_j$ is positive. Take $b_j/\sqrt{\lambda_j}$ as column $j$ of $X$. Then

$$(X^\dagger S X)_{ij}=\frac{b_i^\dagger S\,b_j}{\sqrt{\lambda_i}\sqrt{\lambda_j}}=\frac{\lambda_j}{\sqrt{\lambda_i}\sqrt{\lambda_j}}\,\delta_{ij}=\delta_{ij}.$$

In electronic structure this construction is known as canonical orthogonalisation. Here all eigenvectors are kept, so it applies to the overlap matrix of a finite, linearly independent basis set.

In the code `ev j` is $\lambda_j$ and `c j` is $1/\sqrt{\lambda_j}$. The step `hSX` applies $S$ to the columns of $X$, `horth` is the orthonormality of the eigenvectors, and `hsum` writes the matrix entry as $\lambda_j/(\sqrt{\lambda_i}\sqrt{\lambda_j})$ times the inner product $b_i^\dagger b_j$, which `horth` then replaces by $\delta_{ij}$. The cases $i=j$ and $i\neq j$ are then settled separately. The theorem states that some $X$ exists; the explicit form of $X$ stays inside the proof.

```lean
/-- Every positive definite overlap matrix `S` admits an orthonormalising change of basis
`X`, that is, `Xᴴ S X = 1`. -/
theorem exists_orthonormalizer {S : Matrix n n ℂ} (hS : S.PosDef) :
    ∃ X : Matrix n n ℂ, Xᴴ * S * X = 1 := by
  let b := hS.isHermitian.eigenvectorBasis
  let ev := hS.isHermitian.eigenvalues
  let c : n → ℝ := fun j => (Real.sqrt (ev j))⁻¹
  -- the columns of `X` are eigenvectors divided by the root of their eigenvalue
  let X : Matrix n n ℂ := Matrix.of fun i j => (c j : ℂ) * (b j).ofLp i
  have hSX : ∀ k j, (S * X) k j = (c j : ℂ) * ((ev j : ℂ) * (b j).ofLp k) := by
    intro k j
    have h1 : ∑ l, S k l * (b j).ofLp l = (ev j : ℂ) * (b j).ofLp k := by
      have h2 := congrFun (hS.isHermitian.mulVec_eigenvectorBasis j) k
      simpa [Matrix.mulVec, dotProduct] using h2
    rw [← h1, Matrix.mul_apply, Finset.mul_sum]
    refine Finset.sum_congr rfl fun l _ => ?_
    simp only [X, Matrix.of_apply]
    ring
  refine ⟨X, ?_⟩
  ext i j
  have horth : ∑ k, (b j).ofLp k * star ((b i).ofLp k) = if i = j then 1 else 0 := by
    have h3 := orthonormal_iff_ite.mp b.orthonormal i j
    rw [EuclideanSpace.inner_eq_star_dotProduct] at h3
    exact h3
  have hsum : (Xᴴ * S * X) i j =
      (c i : ℂ) * c j * ev j * ∑ k, (b j).ofLp k * star ((b i).ofLp k) := by
    rw [Matrix.mul_assoc, Matrix.mul_apply, Finset.mul_sum]
    refine Finset.sum_congr rfl fun k _ => ?_
    have hc : star (c i : ℂ) = (c i : ℂ) := Complex.conj_ofReal _
    rw [hSX, Matrix.conjTranspose_apply]
    simp only [X, Matrix.of_apply, star_mul', hc]
    ring
  rw [hsum, horth, Matrix.one_apply]
  by_cases hij : i = j
  · subst hij
    have hpos : 0 < ev i := hS.eigenvalues_pos i
    have hreal : c i * c i * ev i = 1 := by
      have hs : Real.sqrt (ev i) ≠ 0 := (Real.sqrt_pos.mpr hpos).ne'
      have hq : Real.sqrt (ev i) * Real.sqrt (ev i) = ev i := Real.mul_self_sqrt hpos.le
      calc c i * c i * ev i
          = c i * c i * (Real.sqrt (ev i) * Real.sqrt (ev i)) := by rw [hq]
        _ = 1 := by simp only [c]; field_simp
    rw [if_pos rfl, mul_one]
    exact_mod_cast hreal
  · simp [hij]
```

## (f) Unitary matrices in an orthonormalised basis

**Task.** Let $S$ again be the group-summed overlap of $D$, and suppose that $X^\dagger S X=1$. Show that $U(h)=X^{-1}D(h)X$ satisfies

$$U(h)^\dagger U(h)=1\qquad\text{for every } h\in G.$$

**Solution.** The hypothesis says that $X^\dagger S$ is a left inverse of $X$. For square matrices a left inverse is also a right inverse, so

$$X^{-1}=X^\dagger S,\qquad X X^\dagger S=1.$$

Hence $U(h)=X^\dagger S\,D(h)X$ and, because $S$ is Hermitian, $U(h)^\dagger=X^\dagger D(h)^\dagger S X$. Multiplying,

$$\begin{aligned}
U(h)^\dagger U(h)&=X^\dagger D(h)^\dagger S\,(X X^\dagger S)\,D(h)X\\
&=X^\dagger D(h)^\dagger S\,D(h)X\\
&=X^\dagger S X=1.
\end{aligned}$$

The second line uses the right inverse, and the third uses part (b) and then the hypothesis.

Lean obtains the right inverse as `hX'` from `mul_eq_one_comm` and replaces $X^{-1}$ through `Matrix.inv_eq_left_inv`. The `calc` block first brackets the product as above and then carries out the cancellations. Any $X$ that satisfies the hypothesis will do, not only the one built in part (e).

```lean
/-- In any basis `X` that is orthonormal for the group-summed overlap, `Xᴴ S X = 1`, the
transformed matrices `X⁻¹ D(h) X` are unitary. -/
theorem unitary_of_orthonormalizer (D : G →* Matrix n n ℂ) {X : Matrix n n ℂ}
    (hX : Xᴴ * overlap D * X = 1) (h : G) :
    X⁻¹ * D h * X ∈ Matrix.unitaryGroup n ℂ := by
  have hX' : X * (Xᴴ * overlap D) = 1 := mul_eq_one_comm.mp hX
  rw [Matrix.inv_eq_left_inv hX, Matrix.mem_unitaryGroup_iff', Matrix.star_eq_conjTranspose]
  simp only [Matrix.conjTranspose_mul, Matrix.conjTranspose_conjTranspose,
    (overlap_isHermitian D).eq]
  -- the inner factor `S X Xᴴ S` collapses to `S`, and invariance removes `D(h)`
  calc Xᴴ * ((D h)ᴴ * (overlap D * X)) * (Xᴴ * overlap D * D h * X)
      = Xᴴ * ((D h)ᴴ * (overlap D * (X * (Xᴴ * overlap D))) * D h) * X := by
        simp only [Matrix.mul_assoc]
    _ = 1 := by rw [hX', Matrix.mul_one, overlap_invariant, hX]
```

## (g) One change of basis for the whole group

**Task.** Show that there is a single invertible $X$, independent of $h$, for which

$$X^{-1}D(h)X\ \text{is unitary for all } h\in G.$$

**Solution.** By part (d) the group-summed overlap $S$ is positive definite, so part (e) supplies an $X$ with $X^\dagger S X=1$. It is invertible, with inverse $X^\dagger S$. Since $S$ contains the sum over the whole group, $X$ does not depend on $h$, and part (f) applies to every $h$ with this same $X$.

For a finite set of linearly independent basis functions whose span is mapped to itself by a finite point group, the matrices $D(h)$ need not be unitary when the functions overlap; the result provides a basis of the same span in which they all are. This basis is orthonormal for the form $B$, but not necessarily for the ordinary overlap integrals. Those integrals are themselves unchanged by the point group, so a basis of the span that is orthonormal for them also makes all the matrices unitary.

In the Lean statement `IsUnit X` expresses invertibility. The proof supplies the inverse `Xᴴ * overlap D` explicitly and takes the rest from the earlier theorems.

```lean
/-- Every complex matrix representation of a finite group is equivalent to a unitary one:
a single invertible `X` makes all `X⁻¹ D(h) X` unitary. -/
theorem exists_unitary_form (D : G →* Matrix n n ℂ) :
    ∃ X : Matrix n n ℂ, IsUnit X ∧ ∀ h, X⁻¹ * D h * X ∈ Matrix.unitaryGroup n ℂ := by
  obtain ⟨X, hX⟩ := exists_orthonormalizer (unitarian_trick D).1
  exact ⟨X, ⟨⟨X, Xᴴ * overlap D, mul_eq_one_comm.mp hX, hX⟩, rfl⟩,
    unitary_of_orthonormalizer D hX⟩
```

## (h) The oblique reflection worked out

**Task.** Represent the group $\{1,-1\}$ by $D(1)=1$ and $D(-1)=R$, with $R$ the map of the plane from the start. Show that $R$ is not unitary, and that

$$S=\begin{pmatrix}2&1\\1&3\end{pmatrix}.$$

**Solution.** In this part $u$ and $v$ denote elements of the group, each equal to $1$ or $-1$, and no longer vectors. Both matrices are given by one formula,

$$D(u)=\begin{pmatrix}1&(1-u)/2\\0&u\end{pmatrix}.$$

In the product $D(u)D(v)$ the upper right entry is

$$\frac{1-v}{2}+\frac{(1-u)v}{2}=\frac{1-uv}{2},$$

as the product rule requires; the other entries agree at once. Next,

$$R^\dagger R=\begin{pmatrix}1&0\\1&-1\end{pmatrix}\begin{pmatrix}1&1\\0&-1\end{pmatrix}=\begin{pmatrix}1&1\\1&2\end{pmatrix}.$$

The off-diagonal entry is not zero, so $R$ is not unitary. Adding the identity element's term, which is the unit matrix, gives the stated $S$. For the vector $(1,1)$ the form is $2+1+1+3=7$, as before.

The new inner product also straightens the reflection. $R$ fixes $(1,0)$ and reverses $(1,-2)$. Their ordinary inner product is $1$, but with $S$ it is $2\cdot1+1\cdot(-2)=0$, so the two directions are perpendicular.

In Lean the group is `ℤˣ`, the invertible integers. The definition contains the check of the product rule:

```lean
/-- The two-element group `{1, -1}` acting on the plane, with `-1` represented by the
oblique reflection with rows `(1, 1)` and `(0, -1)`. -/
def obliqueReflection : ℤˣ →* Matrix (Fin 2) (Fin 2) ℂ where
  toFun u := !![1, (1 - ((u : ℤ) : ℂ)) / 2; 0, ((u : ℤ) : ℂ)]
  map_one' := by
    ext i j
    fin_cases i <;> fin_cases j <;> simp
  map_mul' u v := by
    ext i j
    fin_cases i <;> fin_cases j <;> simp [Matrix.mul_apply, Fin.sum_univ_succ]
    -- only the upper right entry remains
    ring
```

In the theorem, `hm` evaluates the matrix of $-1$ and `hp` is the product $R^\dagger R$. The first claim compares the upper right entries, and the second writes the group sum as its two terms.

```lean
/-- The oblique reflection is not unitary, and its group-summed overlap matrix has rows
`(2, 1)` and `(1, 3)`. -/
theorem obliqueReflection_witness :
    obliqueReflection (-1) ∉ Matrix.unitaryGroup (Fin 2) ℂ ∧
      overlap obliqueReflection = !![2, 1; 1, 3] := by
  have hm : obliqueReflection (-1) = !![1, 1; 0, -1] := by
    ext i j
    fin_cases i <;> fin_cases j <;> norm_num [obliqueReflection]
  have hp : (!![1, 1; 0, -1] : Matrix (Fin 2) (Fin 2) ℂ)ᴴ * !![1, 1; 0, -1]
      = !![1, 1; 1, 2] := by
    ext i j
    fin_cases i <;> fin_cases j <;>
      norm_num [Matrix.mul_apply, Fin.sum_univ_succ, Matrix.conjTranspose_apply]
  constructor
  · rw [Matrix.mem_unitaryGroup_iff', Matrix.star_eq_conjTranspose, hm, hp]
    intro h
    have h01 := congrFun (congrFun h 0) 1
    simp at h01
  · have hu : (Finset.univ : Finset ℤˣ) = {1, -1} := by decide
    rw [overlap, hu, Finset.sum_pair (by decide), map_one, hm, hp]
    ext i j
    fin_cases i <;> fin_cases j <;> norm_num

end

end UnitarianTrick
```

```lean
#print axioms UnitarianTrick.exists_unitary_form
```

```
'UnitarianTrick.exists_unitary_form' depends on axioms: [propext, Classical.choice, Quot.sound]
```
